# Normal-mode expansion of the receptance \((\Phi-zM)^{-1}\)

The normal modes enter as given data: a family of real vectors \(v_s\), as many as there are coordinates, satisfying

\[
v_s^T M v_t=\delta_{st},\qquad \Phi v_s=\lambda_s M v_s .
\]

Here \(\Phi\) is the real matrix of force constants, \(M\) the diagonal matrix of masses \(m_i\), and \(\lambda_s\) a squared frequency. These relations already force \(\Phi\) to be symmetric and every mass to be positive; conversely, symmetry and positive masses are shown later to guarantee that such modes exist. For complex \(z\) different from every \(\lambda_s\), the receptance is then \(\sum_s v_sv_s^T/(\lambda_s-z)\).

```lean
import Mathlib

open Matrix

namespace ReceptanceExpansion

noncomputable section

variable {n : Type*} [Fintype n] [DecidableEq n]
```

The type `n` labels the coordinates. It is finite, so an infinite crystal is not covered.

```lean
/-- The vectors `v s` are mass-orthonormal and solve the vibrational problem
`Φ v = lam M v` with force constants `Φ` and diagonal mass matrix `M`. -/
structure IsNormalModeBasis (Φ : Matrix n n ℝ) (m lam : n → ℝ) (v : n → n → ℝ) : Prop where
  orthonormal : ∀ s t, v s ⬝ᵥ (diagonal m *ᵥ v t) = if s = t then 1 else 0
  eigen : ∀ s, Φ *ᵥ v s = lam s • (diagonal m *ᵥ v s)
```

This structure packages the two modal relations. `v s i` is the component \(v_{s,i}\), `⬝ᵥ` is the dot product, and `*ᵥ` applies a matrix to a vector. Modes and coordinates share the index type `n`, which makes their numbers equal. A negative \(\lambda_s\), an unstable mode, is allowed.

```lean
/-- The dynamic stiffness `Φ - z M` at complex squared frequency `z`. -/
def dynamicStiffness (Φ : Matrix n n ℝ) (m : n → ℝ) (z : ℂ) : Matrix n n ℂ :=
  Φ.map Complex.ofReal - diagonal (fun i => z * (m i : ℂ))
```

This is \(\Phi-zM\), with real entries converted to complex ones. For a drive \(e^{-i\omega t}\), the undamped system has \(z=\omega^2\); damping proportional to mass, with rate \(\gamma\), gives \(z=\omega^2+i\gamma\omega\).

```lean
/-- The modal sum `∑ s, v_s v_sᵀ / (lam_s - z)`. -/
def modalReceptance (lam : n → ℝ) (v : n → n → ℝ) (z : ℂ) : Matrix n n ℂ :=
  Matrix.of fun i j => ∑ s, (v s i : ℂ) * (v s j : ℂ) / ((lam s : ℂ) - z)
```

The entry \((i,j)\) is \(\sum_s v_{s,i}v_{s,j}/(\lambda_s-z)\). At this point it is only a formula, not yet an inverse.

```lean
variable {Φ : Matrix n n ℝ} {m lam : n → ℝ} {v : n → n → ℝ}

/-- Completeness of the normal modes: `M ∑ s, v_s v_sᵀ` is the identity. -/
theorem IsNormalModeBasis.completeness (h : IsNormalModeBasis Φ m lam v) (i j : n) :
    m i * ∑ s, v s i * v s j = if i = j then 1 else 0 := by
  have h1 : (Matrix.of fun s i => v s i : Matrix n n ℝ) *
      (Matrix.of fun i s => m i * v s i : Matrix n n ℝ) = 1 := by
    ext s t
    have h0 := h.orthonormal s t
    simp only [dotProduct, Matrix.mulVec_diagonal] at h0
    simpa only [Matrix.mul_apply, Matrix.of_apply, Matrix.one_apply] using h0
  -- a one-sided inverse of a square matrix is two-sided
  have h1' := mul_eq_one_comm.mp h1
  have h2 := congrArg (fun A : Matrix n n ℝ => A i j) h1'
  simp only [Matrix.mul_apply, Matrix.of_apply, Matrix.one_apply] at h2
  rw [← h2, Finset.mul_sum]
  exact Finset.sum_congr rfl fun s _ => by ring
```

Put the modes in the rows of \(V_{si}=v_{s,i}\), and let \(W_{it}=m_iv_{t,i}\). Orthonormality says \(VW=1\). For square matrices this implies \(WV=1\), which is completeness:

\[
m_i\sum_s v_{s,i}v_{s,j}=\delta_{ij}.
\]

The reversal is the step `mul_eq_one_comm`.

```lean
/-- The dynamic stiffness sends the mode `v_s` to `(lam_s - z) M v_s`. -/
theorem IsNormalModeBasis.stiffness_mode (h : IsNormalModeBasis Φ m lam v) (z : ℂ) (s : n) :
    dynamicStiffness Φ m z *ᵥ (fun k => (v s k : ℂ)) =
      ((lam s : ℂ) - z) • fun i => (m i : ℂ) * (v s i : ℂ) := by
  ext i
  have h0 := congrFun (h.eigen s) i
  rw [Pi.smul_apply, Matrix.mulVec_diagonal, smul_eq_mul] at h0
  have h1 : ∑ k, Φ i k * v s k = lam s * (m i * v s i) := h0
  have h2 : ∑ k, (Φ i k : ℂ) * (v s k : ℂ) = lam s * (m i * v s i) := by exact_mod_cast h1
  have h3 : (Φ.map Complex.ofReal *ᵥ fun k => (v s k : ℂ)) i = lam s * (m i * v s i) := h2
  rw [dynamicStiffness, Matrix.sub_mulVec, Pi.sub_apply, h3, Matrix.mulVec_diagonal,
    Pi.smul_apply, smul_eq_mul]
  ring
```

Subtracting \(zMv_s\) from \(\Phi v_s=\lambda_sMv_s\) gives

\[
(\Phi-zM)v_s=(\lambda_s-z)Mv_s .
\]

Most of the proof carries the real eigenvalue equation over to complex numbers.

```lean
/-- Receptance expansion: for complex `z` different from every `lam_s`, the matrix `Φ - z M` is
invertible and its inverse is `∑ s, v_s v_sᵀ / (lam_s - z)`. -/
theorem receptance_expansion (h : IsNormalModeBasis Φ m lam v) {z : ℂ}
    (hz : ∀ s, z ≠ (lam s : ℂ)) :
    IsUnit (dynamicStiffness Φ m z) ∧
      (dynamicStiffness Φ m z)⁻¹ = modalReceptance lam v z := by
  have hDR : dynamicStiffness Φ m z * modalReceptance lam v z = 1 := by
    ext i j
    have key : ∀ s, ∑ k, dynamicStiffness Φ m z i k * (v s k : ℂ) =
        ((lam s : ℂ) - z) * ((m i : ℂ) * (v s i : ℂ)) :=
      fun s => congrFun (h.stiffness_mode z s) i
    calc (dynamicStiffness Φ m z * modalReceptance lam v z) i j
        = ∑ s, (∑ k, dynamicStiffness Φ m z i k * (v s k : ℂ)) *
            ((v s j : ℂ) / ((lam s : ℂ) - z)) := by
          simp only [Matrix.mul_apply, modalReceptance, Matrix.of_apply, Finset.mul_sum,
            Finset.sum_mul]
          rw [Finset.sum_comm]
          exact Finset.sum_congr rfl fun s _ => Finset.sum_congr rfl fun k _ => by ring
      _ = ∑ s, (m i : ℂ) * ((v s i : ℂ) * (v s j : ℂ)) := by
          -- the resonance denominators cancel mode by mode
          refine Finset.sum_congr rfl fun s _ => ?_
          have hs : (lam s : ℂ) - z ≠ 0 := sub_ne_zero.mpr (hz s).symm
          rw [key s]
          field_simp
      _ = (1 : Matrix n n ℂ) i j := by
          rw [← Finset.mul_sum, Matrix.one_apply]
          have hc := h.completeness i j
          by_cases hij : i = j
          · rw [if_pos hij] at hc ⊢
            exact_mod_cast hc
          · rw [if_neg hij] at hc ⊢
            exact_mod_cast hc
  exact ⟨⟨⟨_, _, hDR, mul_eq_one_comm.mp hDR⟩, rfl⟩, Matrix.inv_eq_right_inv hDR⟩
```

`IsUnit` says that the matrix is invertible; the second half of the statement identifies the inverse. Multiply the modal sum by the stiffness:

\[
(\Phi-zM)\sum_s\frac{v_sv_s^T}{\lambda_s-z}
=\sum_s\frac{(\lambda_s-z)Mv_sv_s^T}{\lambda_s-z}
=M\sum_s v_sv_s^T=1 .
\]

The `calc` block follows this line: `Finset.sum_comm` exchanges the sums over coordinates and modes, `field_simp` cancels the denominators, and completeness finishes.

The normalisation matters. For one coordinate with \(m=1\) and \(\Phi=k\), the vector \(v=2\) satisfies the eigenvalue equation, but the modal sum gives \(4/(k-z)\) instead of \(1/(k-z)\).

```lean
/-- The dynamic stiffness is invertible exactly when `z` differs from every `lam_s`. -/
theorem isUnit_dynamicStiffness_iff (h : IsNormalModeBasis Φ m lam v) (z : ℂ) :
    IsUnit (dynamicStiffness Φ m z) ↔ ∀ s, z ≠ (lam s : ℂ) := by
  refine ⟨?_, fun hz => (receptance_expansion h hz).1⟩
  rintro ⟨U, hU⟩ s hs
  have hB : (↑U⁻¹ : Matrix n n ℂ) * dynamicStiffness Φ m z = 1 := by
    rw [← hU]
    exact U.inv_mul
  -- at resonance the mode itself is a null vector
  have h0 : dynamicStiffness Φ m z *ᵥ (fun k => (v s k : ℂ)) = 0 := by
    rw [h.stiffness_mode, hs, sub_self, zero_smul]
  have hw : (fun k => (v s k : ℂ)) = 0 := by
    calc (fun k => (v s k : ℂ))
        = ((↑U⁻¹ : Matrix n n ℂ) * dynamicStiffness Φ m z) *ᵥ (fun k => (v s k : ℂ)) := by
          rw [hB, Matrix.one_mulVec]
      _ = 0 := by rw [← Matrix.mulVec_mulVec, h0, Matrix.mulVec_zero]
  have hv : v s = 0 := funext fun i => by simpa using congrFun hw i
  have h1 := h.orthonormal s s
  simp [hv] at h1
```

If \(z=\lambda_s\), the previous identity gives \((\Phi-zM)v_s=0\). An invertible matrix would force \(v_s=0\), contradicting \(v_s^TMv_s=1\). Invertibility therefore fails exactly at the squared mode frequencies.

```lean
/-- Off resonance, `u` solves the driven equation `(Φ - z M) u = f` exactly when it is the
superposition of modes with amplitudes `(v_s · f) / (lam_s - z)`. -/
theorem driven_response (h : IsNormalModeBasis Φ m lam v) {z : ℂ}
    (hz : ∀ s, z ≠ (lam s : ℂ)) (u f : n → ℂ) :
    dynamicStiffness Φ m z *ᵥ u = f ↔
      u = fun i => ∑ s, (∑ j, (v s j : ℂ) * f j) / ((lam s : ℂ) - z) * (v s i : ℂ) := by
  obtain ⟨hu, hinv⟩ := receptance_expansion h hz
  have hdet := (Matrix.isUnit_iff_isUnit_det _).mp hu
  have hR : (fun i => ∑ s, (∑ j, (v s j : ℂ) * f j) / ((lam s : ℂ) - z) * (v s i : ℂ)) =
      (dynamicStiffness Φ m z)⁻¹ *ᵥ f := by
    rw [hinv]
    ext i
    simp only [Matrix.mulVec, dotProduct, modalReceptance, Matrix.of_apply, Finset.sum_mul,
      Finset.sum_div]
    rw [Finset.sum_comm]
    exact Finset.sum_congr rfl fun j _ => Finset.sum_congr rfl fun s _ => by ring
  rw [hR]
  constructor
  · intro hf
    rw [← hf, Matrix.mulVec_mulVec, Matrix.nonsing_inv_mul _ hdet, Matrix.one_mulVec]
  · intro hf
    rw [hf, Matrix.mulVec_mulVec, Matrix.mul_nonsing_inv _ hdet, Matrix.one_mulVec]
```

Applying the inverse to a force amplitude \(f\) gives the unique solution of \((\Phi-zM)u=f\):

\[
u=\sum_s\frac{v_s^Tf}{\lambda_s-z}\,v_s .
\]

In a finite harmonic vibrational calculation, one diagonalisation thus supplies the response at every non-resonant \(z\). A code can project the force onto the modes, divide by \(\lambda_s-z\), and sum, without solving a new linear system at each frequency.

```lean
/-- In the upper half plane of `z`, every diagonal entry of the inverse dynamic stiffness has
positive imaginary part. -/
theorem receptance_im_pos (h : IsNormalModeBasis Φ m lam v) {z : ℂ} (hz : 0 < z.im) (j : n) :
    0 < ((dynamicStiffness Φ m z)⁻¹ j j).im := by
  have hne : ∀ s, z ≠ (lam s : ℂ) := by
    intro s hs
    rw [hs, Complex.ofReal_im] at hz
    exact lt_irrefl _ hz
  have hterm : ∀ s, ((v s j : ℂ) * (v s j : ℂ) / ((lam s : ℂ) - z)).im =
      v s j ^ 2 * (z.im / Complex.normSq ((lam s : ℂ) - z)) := by
    intro s
    have e : (v s j : ℂ) * (v s j : ℂ) / ((lam s : ℂ) - z) =
        ((v s j ^ 2 : ℝ) : ℂ) * ((lam s : ℂ) - z)⁻¹ := by
      push_cast
      ring
    rw [e, Complex.im_ofReal_mul, Complex.inv_im, Complex.sub_im, Complex.ofReal_im, zero_sub,
      neg_neg]
  have hpos : ∀ s, 0 < z.im / Complex.normSq ((lam s : ℂ) - z) := fun s =>
    div_pos hz (Complex.normSq_pos.mpr (sub_ne_zero.mpr (hne s).symm))
  -- by completeness some mode moves the coordinate `j`
  have hex : ∃ s, v s j ≠ 0 := by
    by_contra hcon
    push Not at hcon
    have hc := h.completeness j j
    simp [hcon] at hc
  obtain ⟨s, hs⟩ := hex
  rw [(receptance_expansion h hne).2, modalReceptance, Matrix.of_apply, Complex.im_sum]
  simp only [hterm]
  exact Finset.sum_pos' (fun t _ => mul_nonneg (sq_nonneg _) (hpos t).le)
    ⟨s, Finset.mem_univ s, mul_pos (by positivity) (hpos s)⟩
```

For \(\operatorname{Im}z>0\), no \(\lambda_s\) equals \(z\), and

\[
\operatorname{Im}\frac{v_{s,j}^2}{\lambda_s-z}
=v_{s,j}^2\,\frac{\operatorname{Im}z}{|\lambda_s-z|^2}\ge 0 .
\]

Completeness at \(i=j\) rules out that every \(v_{s,j}\) vanishes, so the sum is strictly positive. With the damping above and \(\omega,\gamma>0\), this is the sign of absorption at a driven coordinate.

```lean
/-- Symmetric force constants and positive masses always admit a mass-orthonormal basis of
normal modes. -/
theorem exists_normalModeBasis (hΦ : Φ.IsSymm) (hm : ∀ i, 0 < m i) :
    ∃ (lam : n → ℝ) (v : n → n → ℝ), IsNormalModeBasis Φ m lam v := by
  have hr : ∀ i, √(m i) ≠ 0 := fun i => (Real.sqrt_pos.mpr (hm i)).ne'
  have hsq : ∀ i, m i = √(m i) * √(m i) := fun i => (Real.mul_self_sqrt (hm i).le).symm
  -- the mass-weighted force-constant matrix is symmetric
  have hA : (Matrix.of fun i j => Φ i j / (√(m i) * √(m j)) : Matrix n n ℝ).IsHermitian := by
    ext i j
    simp only [Matrix.conjTranspose_apply, Matrix.of_apply, star_trivial]
    rw [hΦ.apply i j, mul_comm]
  refine ⟨hA.eigenvalues, fun s i => (hA.eigenvectorBasis s).ofLp i / √(m i), ?_, ?_⟩
  · intro s t
    have h0 := orthonormal_iff_ite.mp hA.eigenvectorBasis.orthonormal s t
    rw [← h0, PiLp.inner_apply]
    simp only [dotProduct, Matrix.mulVec_diagonal]
    refine Finset.sum_congr rfl fun i _ => ?_
    have e : ∀ a b : ℝ, a / √(m i) * (m i * (b / √(m i))) = b * a := by
      intro a b
      have h1 := hr i
      calc a / √(m i) * (m i * (b / √(m i)))
          = a / √(m i) * ((√(m i) * √(m i)) * (b / √(m i))) := by rw [← hsq i]
        _ = b * a := by field_simp
    rw [e]
    simp [mul_comm]
  · intro s
    ext i
    have h0 : ∑ j, Φ i j / (√(m i) * √(m j)) * (hA.eigenvectorBasis s).ofLp j =
        hA.eigenvalues s * (hA.eigenvectorBasis s).ofLp i :=
      congrFun (hA.mulVec_eigenvectorBasis s) i
    rw [Pi.smul_apply, Matrix.mulVec_diagonal, smul_eq_mul]
    have e : m i * ((hA.eigenvectorBasis s).ofLp i / √(m i)) =
        √(m i) * (hA.eigenvectorBasis s).ofLp i := by
      have h1 := hr i
      calc m i * ((hA.eigenvectorBasis s).ofLp i / √(m i))
          = (√(m i) * √(m i)) * ((hA.eigenvectorBasis s).ofLp i / √(m i)) := by rw [← hsq i]
        _ = _ := by field_simp
    rw [e, mul_left_comm, ← h0, Finset.mul_sum]
    simp only [Matrix.mulVec, dotProduct]
    refine Finset.sum_congr rfl fun j _ => ?_
    have h1 := hr i
    have h2 := hr j
    field_simp
```

Now \(\Phi\) is symmetric and the masses are positive. The mass-weighted matrix \(D_{ij}=\Phi_{ij}/\sqrt{m_im_j}\) is symmetric, so it has orthonormal eigenvectors \(e_s\) with eigenvalues \(\lambda_s\). Set \(v_{s,i}=e_{s,i}/\sqrt{m_i}\). Then

\[
v_s^TMv_t=e_s^Te_t=\delta_{st},\qquad
(\Phi v_s)_i=\sqrt{m_i}\,(De_s)_i=\lambda_s m_iv_{s,i}.
\]

The two bullets of the proof check these relations in turn.

Both hypotheses are also necessary: if \(\Phi\) and \(M\) have such modes, then \(\Phi\) is symmetric and the masses are positive. Completeness at \(i=j\) reads \(m_i\sum_s v_{s,i}^2=1\), so \(m_i>0\). Its transpose is \(\sum_s v_sv_s^TM=1\), and applying \(\Phi\) to this gives \(\Phi=\sum_s\lambda_s(Mv_s)(Mv_s)^T\), which is symmetric.

```lean
/-- Two masses 9 and 16 joined by a unit spring have the normal modes listed here, with
squared frequencies 0 and 25/144. -/
theorem normalModeBasis_witness :
    IsNormalModeBasis !![1, -1; -1, 1] ![9, 16] ![0, 25 / 144]
      ![![1 / 5, 1 / 5], ![4 / 15, -3 / 20]] := by
  constructor
  · intro s t
    simp only [dotProduct, Matrix.mulVec_diagonal, Fin.sum_univ_two]
    fin_cases s <;> fin_cases t <;> norm_num
  · intro s
    ext i
    rw [Pi.smul_apply, Matrix.mulVec_diagonal]
    simp only [Matrix.mulVec, dotProduct, Fin.sum_univ_two, smul_eq_mul]
    fin_cases s <;> fin_cases i <;> norm_num

end

end ReceptanceExpansion
```

This is a free diatomic moving along its axis, in arbitrary units. Lean counts from zero: \(v_0=(1/5,1/5)^T\) is the translation, with \(\lambda_0=0\), and \(v_1=(4/15,-3/20)^T\) is the stretch, with \(\lambda_1=25/144\). Both are mass-normalised; for the translation, \(9/25+16/25=1\). Because of the zero mode, the static stiffness at \(z=0\) has no inverse.

```lean
#print axioms ReceptanceExpansion.receptance_expansion
#print axioms ReceptanceExpansion.isUnit_dynamicStiffness_iff
#print axioms ReceptanceExpansion.receptance_im_pos
#print axioms ReceptanceExpansion.exists_normalModeBasis
```

```
'ReceptanceExpansion.receptance_expansion' depends on axioms: [propext, Classical.choice, Quot.sound]
'ReceptanceExpansion.isUnit_dynamicStiffness_iff' depends on axioms: [propext, Classical.choice, Quot.sound]
'ReceptanceExpansion.receptance_im_pos' depends on axioms: [propext, Classical.choice, Quot.sound]
'ReceptanceExpansion.exists_normalModeBasis' depends on axioms: [propext, Classical.choice, Quot.sound]
```
